# The energy variance bounds the short-time loss of overlap with the initial state

A propagation run that records the autocorrelation ⟨ψ, ψ(t)⟩ needs a first output time. If the modulus of the overlap should still be at least 1 − ε at that time, then for energy standard deviation s > 0 and ħ = 1 it is enough to take

|t| ≤ √(2ε) / s.

This follows from a bound for a normalised state ψ under a time-independent Hamiltonian H on a finite-dimensional space:

|⟨ψ, ψ(t)⟩| ≥ 1 − s²t²/2.

## Using the variance in a propagation code

One application of H gives the variance, with μ = ⟨ψ, Hψ⟩:

s² = ‖Hψ − μψ‖².

In a Lanczos propagator, s is the first off-diagonal coefficient, so it is available after one step of the recursion.

The bound is also a check on the first outputs. A violation beyond rounding points to an error such as a wrong time unit or lost norm. Agreement says little about truncation. In exact arithmetic, a Krylov space of dimension two or more built from the initial ψ reproduces μ and s², so the state propagated within that space obeys the same bound even when it is inaccurate. Once the space is rebuilt from a later state, this guarantee no longer holds. A truncated Chebyshev sum is not exactly unitary and may violate it.

## From phases to cosines

Let the energies E_j be real, with weights p_j ≥ 0 and ∑ p_j = 1. Define

μ = ∑ p_j E_j,
s² = ∑ p_j (E_j − μ)²,
A(t) = ∑ p_j e^(−iE_j t).

Multiplication by e^(iμt) leaves |A(t)| unchanged and measures the energies from their mean:

Re(e^(iμt) A(t)) = ∑ p_j cos((E_j − μ)t).

Since cos x ≥ 1 − x²/2 and the weights are nonnegative,

∑ p_j cos((E_j − μ)t) ≥ ∑ p_j − (t²/2) ∑ p_j (E_j − μ)² = 1 − s²t²/2.

A real part never exceeds the modulus, so |A(t)| ≥ 1 − s²t²/2.

For a state, let b_j be an orthonormal eigenbasis, H b_j = E_j b_j. The evolved state is

ψ(t) = ∑ e^(−iE_j t) ⟨b_j, ψ⟩ b_j.

At t = 0 this is the basis expansion of ψ. Differentiating each term produces a factor −iE_j, hence dψ/dt = −iHψ(t). The overlap is

⟨ψ, ψ(t)⟩ = ∑ |⟨b_j, ψ⟩|² e^(−iE_j t),

which is A(t) with p_j = |⟨b_j, ψ⟩|². These weights sum to ‖ψ‖² = 1. Their mean energy is ⟨ψ, Hψ⟩, and since Hψ − μψ has components (E_j − μ)⟨b_j, ψ⟩, their variance is ‖Hψ − μψ‖², the formula used above.

**Repeated intervals.** From (|A(τ)| − 1)² ≥ 0,

|A(τ)|² ≥ 2|A(τ)| − 1 ≥ 1 − s²τ².

Bernoulli's inequality then gives, for N intervals of length τ,

|A(τ)|^(2N) ≥ 1 + N(|A(τ)|² − 1) ≥ 1 − N s²τ².

For τ = t/N the lower bound is 1 − s²t²/N. The triangle inequality gives |A(τ)| ≤ 1, so the power tends to 1 as N → ∞.

**The constant 1/2.** Equal weights on the energies −s and s give A(t) = cos(st) and variance s². Take s = 1 and suppose that 1 − ct² ≤ |cos t| for all t, with d = 1/2 − c > 0. For 0 < t ≤ 1,

cos t ≤ 1 − t²/2 + (5/96)t⁴,

so d ≤ (5/96)t². With t = min(1, d) we have t² ≤ d, which is a contradiction. Hence c ≥ 1/2.

**Without normalisation.** Give a single level E = 0 the weight 1/2. Then μ = 0, s² = 0 and |A(t)| = 1/2, while the bound would demand at least 1. A code that forgets to normalise ψ can fail the check in this way.

## The Lean file

```lean
import Mathlib

open Finset Filter

noncomputable section

namespace ShortTimeSurvival

variable {ι : Type*} [Fintype ι]

/-- Mean energy of the distribution with weights `p` on the levels `E`. -/
def meanEnergy (p E : ι → ℝ) : ℝ := ∑ j, p j * E j

/-- Energy variance: the weighted mean square deviation from the mean energy. -/
def energyVariance (p E : ι → ℝ) : ℝ := ∑ j, p j * (E j - meanEnergy p E) ^ 2

/-- Survival amplitude at time `t` (with `ħ = 1`): the weighted sum of the phases of the levels. -/
def survivalAmplitude (p E : ι → ℝ) (t : ℝ) : ℂ :=
  ∑ j, (p j : ℂ) * Complex.exp (-Complex.I * E j * t)

/-- The real part of the survival amplitude multiplied by the phase `exp (i μ t)` is the weighted
sum of the cosines of `(E j - μ) t`. -/
theorem re_phase_mul_amplitude (p E : ι → ℝ) (μ t : ℝ) :
    (Complex.exp (((μ * t : ℝ) : ℂ) * Complex.I) * survivalAmplitude p E t).re
      = ∑ j, p j * Real.cos ((E j - μ) * t) := by
  rw [survivalAmplitude, Finset.mul_sum, Complex.re_sum]
  refine Finset.sum_congr rfl fun j _ => ?_
  have e : ((μ * t : ℝ) : ℂ) * Complex.I + -Complex.I * E j * t
      = ((-((E j - μ) * t) : ℝ) : ℂ) * Complex.I := by
    push_cast
    ring
  rw [mul_left_comm, ← Complex.exp_add, e, Complex.re_ofReal_mul,
    Complex.exp_ofReal_mul_I_re, Real.cos_neg]

/-- For nonnegative weights with sum one, the modulus of the survival amplitude is at least `1 - s²
t² / 2`, where `s²` is the energy variance. -/
theorem survival_bound (p E : ι → ℝ) (hp : ∀ j, 0 ≤ p j) (hsum : ∑ j, p j = 1) (t : ℝ) :
    1 - energyVariance p E * t ^ 2 / 2 ≤ ‖survivalAmplitude p E t‖ := by
  set μ := meanEnergy p E with hμ
  calc 1 - energyVariance p E * t ^ 2 / 2
      = ∑ j, p j * (1 - ((E j - μ) * t) ^ 2 / 2) := by
        have e : ∀ j, p j * (1 - ((E j - μ) * t) ^ 2 / 2)
            = p j - p j * (E j - μ) ^ 2 * t ^ 2 / 2 := fun j => by ring
        simp only [e]
        rw [Finset.sum_sub_distrib, hsum, energyVariance, ← hμ, Finset.sum_mul,
          Finset.sum_div]
    _ ≤ ∑ j, p j * Real.cos ((E j - μ) * t) :=
        Finset.sum_le_sum fun j _ =>
          mul_le_mul_of_nonneg_left Real.one_sub_sq_div_two_le_cos (hp j)
    _ = (Complex.exp (((μ * t : ℝ) : ℂ) * Complex.I) * survivalAmplitude p E t).re :=
        (re_phase_mul_amplitude p E μ t).symm
    _ ≤ ‖Complex.exp (((μ * t : ℝ) : ℂ) * Complex.I) * survivalAmplitude p E t‖ :=
        Complex.re_le_norm _
    _ = ‖survivalAmplitude p E t‖ := by
        rw [norm_mul, Complex.norm_exp_ofReal_mul_I, one_mul]

/-- For nonnegative weights with sum one, the survival amplitude is at most one in modulus. -/
theorem norm_amplitude_le_one (p E : ι → ℝ) (hp : ∀ j, 0 ≤ p j) (hsum : ∑ j, p j = 1)
    (t : ℝ) : ‖survivalAmplitude p E t‖ ≤ 1 := by
  rw [← hsum]
  refine (norm_sum_le _ _).trans (Finset.sum_le_sum fun j _ => ?_)
  have e : -Complex.I * E j * t = ((-(E j * t) : ℝ) : ℂ) * Complex.I := by
    push_cast
    ring
  rw [norm_mul, e, Complex.norm_exp_ofReal_mul_I, mul_one, Complex.norm_real,
    Real.norm_of_nonneg (hp j)]

/-- For nonnegative weights with sum one, the `N`-th power of the survival probability over a time
`τ` is at least `1 - N s² τ²`, where `s²` is the energy variance. -/
theorem repeated_survival_bound (p E : ι → ℝ) (hp : ∀ j, 0 ≤ p j) (hsum : ∑ j, p j = 1)
    (τ : ℝ) (N : ℕ) :
    1 - N * (energyVariance p E * τ ^ 2) ≤ (‖survivalAmplitude p E τ‖ ^ 2) ^ N := by
  have h := survival_bound p E hp hsum τ
  set a := ‖survivalAmplitude p E τ‖
  -- one step: a² ≥ 2a - 1 ≥ 1 - s²τ²
  have h1 : -(energyVariance p E * τ ^ 2) ≤ a ^ 2 - 1 := by nlinarith [sq_nonneg (a - 1)]
  -- N steps: Bernoulli's inequality
  have h2 := one_add_mul_le_pow (a := a ^ 2 - 1) (by nlinarith [sq_nonneg a]) N
  rw [add_sub_cancel] at h2
  have h3 := mul_le_mul_of_nonneg_left h1 (Nat.cast_nonneg (α := ℝ) N)
  linarith

/-- For nonnegative weights with sum one: if a fixed time `t` is divided into `N` equal steps, the
`N`-th power of the one-step survival probability tends to one as `N` grows. -/
theorem zeno_limit (p E : ι → ℝ) (hp : ∀ j, 0 ≤ p j) (hsum : ∑ j, p j = 1) (t : ℝ) :
    Tendsto (fun N : ℕ => (‖survivalAmplitude p E (t / N)‖ ^ 2) ^ N) atTop (nhds 1) := by
  have hlow : Tendsto (fun N : ℕ => 1 - energyVariance p E * t ^ 2 / (N : ℝ))
      atTop (nhds 1) := by
    simpa using (tendsto_const_div_atTop_nhds_zero_nat
      (energyVariance p E * t ^ 2)).const_sub 1
  refine tendsto_of_tendsto_of_tendsto_of_le_of_le' hlow tendsto_const_nhds ?_ ?_
  · filter_upwards [eventually_gt_atTop 0] with N hN
    have hN' : (N : ℝ) ≠ 0 := Nat.cast_ne_zero.mpr hN.ne'
    have e : (N : ℝ) * (energyVariance p E * (t / N) ^ 2)
        = energyVariance p E * t ^ 2 / N := by
      field_simp
    rw [← e]
    exact repeated_survival_bound p E hp hsum (t / N) N
  · exact Eventually.of_forall fun N =>
      pow_le_one₀ (sq_nonneg _)
        (pow_le_one₀ (norm_nonneg _) (norm_amplitude_le_one p E hp hsum _))

variable {V : Type*} [NormedAddCommGroup V] [InnerProductSpace ℂ V]

/-- The state at time `t` that starts from `ψ`, expanded in an orthonormal basis `b` whose
vectors carry the energies `E`. -/
def evolvedState (b : OrthonormalBasis ι ℂ V) (E : ι → ℝ) (ψ : V) (t : ℝ) : V :=
  ∑ j, Complex.exp (-Complex.I * E j * t) • (inner ℂ (b j) ψ • b j)

/-- If `b` is an eigenbasis of the Hamiltonian `H` with energies `E`, the evolved state solves
the Schrödinger equation. -/
theorem evolvedState_schrodinger (b : OrthonormalBasis ι ℂ V) (E : ι → ℝ) (H : V →ₗ[ℂ] V)
    (hH : ∀ j, H (b j) = (E j : ℂ) • b j) (ψ : V) (t : ℝ) :
    HasDerivAt (evolvedState b E ψ) (-Complex.I • H (evolvedState b E ψ t)) t := by
  have h1 : HasDerivAt (fun s : ℝ => (s : ℂ)) 1 t := by
    simpa using (hasDerivAt_id t).ofReal_comp
  have h2 := HasDerivAt.fun_sum (u := Finset.univ) fun j _ =>
    ((h1.const_mul (-Complex.I * E j)).cexp).smul_const (inner ℂ (b j) ψ • b j)
  refine HasDerivAt.congr_deriv h2 ?_
  simp only [evolvedState, map_sum, map_smul, hH, Finset.smul_sum, smul_smul]
  refine Finset.sum_congr rfl fun j _ => ?_
  congr 1
  ring

/-- The overlap of the initial with the evolved state is the survival amplitude whose weights are
the squared moduli of the components of `ψ`. -/
theorem overlap_eq_amplitude (b : OrthonormalBasis ι ℂ V) (E : ι → ℝ) (ψ : V) (t : ℝ) :
    inner ℂ ψ (evolvedState b E ψ t)
      = survivalAmplitude (fun j => ‖inner ℂ (b j) ψ‖ ^ 2) E t := by
  simp only [evolvedState, survivalAmplitude, inner_sum]
  refine Finset.sum_congr rfl fun j _ => ?_
  rw [inner_smul_right, inner_smul_right, ← inner_conj_symm ψ (b j), Complex.mul_conj,
    Complex.normSq_eq_norm_sq, mul_comm]

/-- Short-time survival bound for a normalised state: its overlap with the evolved state is at
least `1 - s² t² / 2` in modulus, with `s²` the energy variance of the state. -/
theorem state_survival_bound (b : OrthonormalBasis ι ℂ V) (E : ι → ℝ) (ψ : V)
    (hψ : ‖ψ‖ = 1) (t : ℝ) :
    1 - energyVariance (fun j => ‖inner ℂ (b j) ψ‖ ^ 2) E * t ^ 2 / 2
      ≤ ‖inner ℂ ψ (evolvedState b E ψ t)‖ := by
  rw [overlap_eq_amplitude]
  refine survival_bound _ E (fun j => sq_nonneg _) ?_ t
  rw [b.sum_sq_norm_inner_right ψ, hψ, one_pow]

/-- Two equally weighted levels at `-s` and `s` have survival amplitude `cos (s t)` and energy
variance `s²`. -/
theorem two_level (s t : ℝ) :
    survivalAmplitude (fun _ : Fin 2 => 1 / 2) ![-s, s] t = (Real.cos (s * t) : ℂ) ∧
      energyVariance (fun _ : Fin 2 => 1 / 2) ![-s, s] = s ^ 2 := by
  constructor
  · have e1 : -Complex.I * ((-s : ℝ) : ℂ) * t = ((s * t : ℝ) : ℂ) * Complex.I := by
      push_cast
      ring
    have e2 : -Complex.I * (s : ℂ) * t = -((s * t : ℝ) : ℂ) * Complex.I := by
      push_cast
      ring
    simp only [survivalAmplitude, Fin.sum_univ_two, Matrix.cons_val_zero, Matrix.cons_val_one]
    rw [e1, e2, Complex.ofReal_cos, Complex.cos]
    push_cast
    ring
  · simp only [energyVariance, meanEnergy, Fin.sum_univ_two, Matrix.cons_val_zero,
      Matrix.cons_val_one]
    ring

/-- If the lower bound `1 - c s² t²` on the modulus of the survival amplitude holds at all times for
two equally weighted levels at `-1` and `1`, then `c ≥ 1/2`. -/
theorem half_is_optimal (c : ℝ)
    (h : ∀ t : ℝ, 1 - c * energyVariance (fun _ : Fin 2 => 1 / 2) ![-1, 1] * t ^ 2
      ≤ ‖survivalAmplitude (fun _ : Fin 2 => 1 / 2) ![-1, 1] t‖) : 1 / 2 ≤ c := by
  by_contra hc
  have hd : 0 < 1 / 2 - c := by linarith [not_le.mp hc]
  -- a time so short that the quartic term of the cosine cannot make up the difference
  obtain ⟨t, ht0, ht1, htd⟩ : ∃ t : ℝ, 0 < t ∧ t ≤ 1 ∧ t ≤ 1 / 2 - c :=
    ⟨min 1 (1 / 2 - c), lt_min one_pos hd, min_le_left _ _, min_le_right _ _⟩
  have habs : |t| ≤ 1 := by rwa [abs_of_pos ht0]
  have ht := h t
  rw [(two_level 1 t).1, (two_level 1 t).2, Complex.norm_real, one_mul, Real.norm_eq_abs,
    abs_of_pos (Real.cos_pos_of_le_one habs)] at ht
  have hcos := (abs_le.mp (Real.cos_bound habs)).2
  rw [abs_of_pos ht0] at hcos
  have hsq : t ^ 2 ≤ 1 / 2 - c := by nlinarith
  have hpos : 0 < t ^ 2 := by positivity
  have h4 : t ^ 4 ≤ t ^ 2 * (1 / 2 - c) := by
    calc t ^ 4 = t ^ 2 * t ^ 2 := by ring
      _ ≤ t ^ 2 * (1 / 2 - c) := mul_le_mul_of_nonneg_left hsq hpos.le
  nlinarith [mul_pos hpos hd]

end ShortTimeSurvival
```

```lean
#print axioms ShortTimeSurvival.zeno_limit
#print axioms ShortTimeSurvival.evolvedState_schrodinger
#print axioms ShortTimeSurvival.state_survival_bound
#print axioms ShortTimeSurvival.half_is_optimal
```

```
'ShortTimeSurvival.zeno_limit' depends on axioms: [propext, Classical.choice, Quot.sound]
'ShortTimeSurvival.evolvedState_schrodinger' depends on axioms: [propext, Classical.choice, Quot.sound]
'ShortTimeSurvival.state_survival_bound' depends on axioms: [propext, Classical.choice, Quot.sound]
'ShortTimeSurvival.half_is_optimal' depends on axioms: [propext, Classical.choice, Quot.sound]
```

## How the statements map to the physics

The finite type `ι` labels the levels, and `p` and `E` assign each a real weight and a real energy; degenerate levels are allowed. In `survival_bound`, `hp` is nonnegativity, `hsum` is normalisation, and `‖survivalAmplitude p E t‖` is the modulus |A(t)|. The time `t` may have either sign.

In `state_survival_bound`, the `OrthonormalBasis` makes `V` finite-dimensional, and `hψ` says that ψ is normalised. The inner product is conjugate-linear in its first argument. The Hamiltonian enters in `evolvedState_schrodinger`, where `hH` assumes that the basis vectors are eigenvectors with energies `E`. That theorem shows that the expansion solves the Schrödinger equation; it does not address uniqueness or the initial value, which is ψ by the basis expansion.

`zeno_limit` concerns the N-th power of a one-step survival probability. Reading it as the quantum Zeno effect requires the measurement postulate: each successful projective check returns the system to ψ, so the probabilities multiply. The file does not model the measurements.

Time-dependent Hamiltonians and continuous spectra are not covered. Nor does the file contain the formula s² = ‖Hψ − μψ‖², a Lanczos or Chebyshev algorithm, or any rounding analysis, so the advice on codes above rests on ordinary reasoning.

## How the proofs follow the derivation

`re_phase_mul_amplitude` combines the two exponentials in each term and takes the real part. The `calc` chain in `survival_bound` starts from 1 − s²t²/2, writes it as a weighted sum using `hsum`, and applies `Real.one_sub_sq_div_two_le_cos` term by term, with `hp` preserving the inequality. `Complex.re_le_norm` passes to the modulus, and the phase drops out because its norm is one.

`overlap_eq_amplitude` turns each product of a component and its conjugate into a weight, and `state_survival_bound` then applies the scalar theorem.

In `repeated_survival_bound`, `nlinarith` receives the square (a − 1)², and `one_add_mul_le_pow` is Bernoulli's inequality. `zeno_limit` squeezes the power between that lower bound and 1, the latter from `norm_amplitude_le_one`.

`two_level` evaluates the two sums directly. `half_is_optimal` argues by contradiction, with `Real.cos_bound` supplying the quartic estimate.
